# On a two-state span, every ensemble density is pure exactly when three density vectors are linearly dependent

Suppose a lattice system has a twofold degenerate ground level, spanned by orthonormal states $\psi$ and $\varphi$. A statistical mixture of ground states has some density. Does a single ground state have the same density? Density functional theory meets this question when it distinguishes pure-state from ensemble representability. For a finite-dimensional state space and a two-state span, the theorem below gives a linear-algebra criterion for the answer to be yes for every mixture. That the span is the ground level of an actual Hamiltonian is the physical input: no Hamiltonian appears in the hypotheses.

## Densities and mixtures

```lean
import Mathlib

open Matrix

namespace TwoStateRepresentability

noncomputable section

variable {m ι : Type*} [Fintype m] {n : ι → Matrix m m ℂ} {ψ φ : m → ℂ}
```

The finite type `m` labels basis states, which may be many-particle configurations, so a state is a function `m → ℂ`. The type `ι` labels the density components, and `n i` is the matrix of the observable $n_i$. Nothing restricts these to site occupations.

```lean
/-- The density of `χ`: the real part of the expectation value of each `n i`. -/
def density (n : ι → Matrix m m ℂ) (χ : m → ℂ) (i : ι) : ℝ := (star χ ⬝ᵥ n i *ᵥ χ).re
```

This is $D_\chi(i)=\mathrm{Re}\langle\chi,n_i\chi\rangle$. In Lean, `star χ ⬝ᵥ v` is the inner product, conjugated in its first argument, and `*ᵥ` applies a matrix to a vector. For Hermitian $n_i$ the expectation value is already real.

```lean
/-- Two normalised and mutually orthogonal states. -/
def IsOrthonormalPair (ψ φ : m → ℂ) : Prop :=
  star ψ ⬝ᵥ ψ = 1 ∧ star φ ⬝ᵥ φ = 1 ∧ star ψ ⬝ᵥ φ = 0
```

The three conditions are $\langle\psi,\psi\rangle=\langle\varphi,\varphi\rangle=1$ and $\langle\psi,\varphi\rangle=0$.

```lean
/-- `ρ` is the density of a unit vector in the span of `ψ` and `φ`. -/
def IsPureDensity (n : ι → Matrix m m ℂ) (ψ φ : m → ℂ) (ρ : ι → ℝ) : Prop :=
  ∃ χ ∈ Submodule.span ℂ ({ψ, φ} : Set (m → ℂ)), star χ ⬝ᵥ χ = 1 ∧ density n χ = ρ
```

"Pure" here means pure *on the span*: some unit vector $\chi=a\psi+b\varphi$ has density $\rho$. States outside the span don't count.

```lean
/-- `ρ` is a finite statistical mixture (convex combination) of pure densities. -/
def IsEnsembleDensity (n : ι → Matrix m m ℂ) (ψ φ : m → ℂ) (ρ : ι → ℝ) : Prop :=
  ρ ∈ convexHull ℝ {σ | IsPureDensity n ψ φ σ}
```

An ensemble density is a finite average of pure ones, with non-negative weights summing to one.

```lean
/-- The density difference and the real and imaginary parts of `⟨ψ, n i φ⟩`. -/
def densityVectors (n : ι → Matrix m m ℂ) (ψ φ : m → ℂ) : Fin 3 → ι → ℝ :=
  ![fun i => density n ψ i - density n φ i,
    fun i => (star ψ ⬝ᵥ n i *ᵥ φ).re, fun i => (star ψ ⬝ᵥ n i *ᵥ φ).im]
```

Write $w_i=\langle\psi,n_i\varphi\rangle$. The three real vectors, numbered 0, 1, 2, are $\Delta_i=D_\psi(i)-D_\varphi(i)$, $R_i=\mathrm{Re}\,w_i$ and $I_i=\mathrm{Im}\,w_i$.

```lean
/-- The affine function of a weight `p` and coherences `x`, `y` (any real numbers) with constant
term `density n φ` and the three density vectors as coefficients. -/
def blochDensity (n : ι → Matrix m m ℂ) (ψ φ : m → ℂ) (p x y : ℝ) (i : ι) : ℝ :=
  density n φ i + p * (density n ψ i - density n φ i)
    + x * (star ψ ⬝ᵥ n i *ᵥ φ).re + y * (star ψ ⬝ᵥ n i *ᵥ φ).im
```

For real $p,x,y$ this is the affine function
$$\rho_i(p,x,y)=D_\varphi(i)+p\,\Delta_i+x\,R_i+y\,I_i .$$

## From amplitudes to the Bloch sphere

```lean
/-- For Hermitian `n i` and `|a|² + |b|² = 1`, the density of `aψ + bφ` is affine in the
weight `|a|²` and the coherences. -/
theorem density_superposition (hn : ∀ i, (n i).IsHermitian) (a b : ℂ)
    (hab : Complex.normSq a + Complex.normSq b = 1) :
    density n (a • ψ + b • φ) = blochDensity n ψ φ (Complex.normSq a)
      (2 * (star a * b).re) (-2 * (star a * b).im) := by
  funext i
  have h : star φ ⬝ᵥ n i *ᵥ ψ = star (star ψ ⬝ᵥ n i *ᵥ φ) := by
    rw [Matrix.star_dotProduct, Matrix.star_mulVec, (hn i).eq, ← Matrix.dotProduct_mulVec]
  simp only [density, blochDensity, star_add, star_smul, Matrix.mulVec_add,
    Matrix.mulVec_smul, dotProduct_add, add_dotProduct, smul_dotProduct, dotProduct_smul,
    smul_eq_mul, h, Complex.add_re, Complex.add_im, Complex.mul_re, Complex.mul_im,
    Complex.star_def, Complex.conj_re, Complex.conj_im, Complex.normSq_apply] at hab ⊢
  linear_combination (star φ ⬝ᵥ n i *ᵥ φ).re * hab
```

Expand the expectation value, using hermiticity for $\langle\varphi,n_i\psi\rangle=\overline{w_i}$:
$$D_\chi(i)=|a|^2D_\psi(i)+|b|^2D_\varphi(i)+2\,\mathrm{Re}(\bar a b\,w_i).$$
With $|b|^2=1-|a|^2$ this is $\rho_i(p,x,y)$ for $p=|a|^2$, $x=2\,\mathrm{Re}(\bar ab)$, $y=-2\,\mathrm{Im}(\bar ab)$. This $y$ has the opposite sign to the usual Bloch component. In the code, `h` is the hermiticity step, `simp only` expands, and `linear_combination` checks the remaining algebra using the normalisation.

```lean
/-- A weight and coherences with `x² + y² = 4p(1 - p)` come from normalised amplitudes. -/
theorem exists_amplitudes {p x y : ℝ} (h : x ^ 2 + y ^ 2 = 4 * p * (1 - p)) :
    ∃ a b : ℂ, Complex.normSq a + Complex.normSq b = 1 ∧ Complex.normSq a = p ∧
      2 * (star a * b).re = x ∧ -2 * (star a * b).im = y := by
  rcases eq_or_ne p 0 with rfl | hp
  · have hx : x = 0 := (pow_eq_zero_iff two_ne_zero).1 (by nlinarith [sq_nonneg x, sq_nonneg y])
    have hy : y = 0 := (pow_eq_zero_iff two_ne_zero).1 (by nlinarith [sq_nonneg x, sq_nonneg y])
    exact ⟨0, 1, by simp, by simp, by simp [hx], by simp [hy]⟩
  · have hp0 : 0 ≤ p := by nlinarith [sq_nonneg x, sq_nonneg y, sq_nonneg p]
    obtain ⟨s, h2⟩ : ∃ s : ℝ, s ^ 2 = p := ⟨√p, Real.sq_sqrt hp0⟩
    have hs : s ≠ 0 := by
      rintro rfl
      exact hp (by linarith)
    obtain ⟨u, hu⟩ : ∃ u, s * u = x / 2 := ⟨x / 2 / s, by field_simp⟩
    obtain ⟨v, hv⟩ : ∃ v, s * v = -y / 2 := ⟨-y / 2 / s, by field_simp⟩
    have hb : u * u + v * v = 1 - p := by
      apply mul_left_cancel₀ (pow_ne_zero 2 hs)
      linear_combination (s * u + x / 2) * hu + (s * v - y / 2) * hv + h / 4 - (1 - p) * h2
    refine ⟨(s : ℂ), ⟨u, v⟩, ?_, ?_, ?_, ?_⟩ <;>
      simp only [Complex.normSq_apply, Complex.star_def, Complex.mul_re, Complex.mul_im,
        Complex.conj_re, Complex.conj_im, Complex.ofReal_re, Complex.ofReal_im]
    · linear_combination h2 + hb
    · linear_combination h2
    · linear_combination 2 * hu
    · linear_combination -2 * hv
```

Conversely, let $x^2+y^2=4p(1-p)$, which is the unit sphere $(2p-1)^2+x^2+y^2=1$. If $p=0$, then $x=y=0$, and $a=0,\ b=1$ will do. Otherwise $p>0$, and we take
$$a=\sqrt p,\qquad b=\frac{x-iy}{2\sqrt p},\qquad |b|^2=\frac{x^2+y^2}{4p}=1-p .$$
The proof makes the same case split; `s`, `u` and `v` are $\sqrt p$, $\mathrm{Re}\,b$ and $\mathrm{Im}\,b$.

```lean
/-- For an orthonormal pair and Hermitian `n i`, the pure densities are the affine image of
the Bloch sphere `x² + y² = 4p(1 - p)`. -/
theorem isPureDensity_iff (h : IsOrthonormalPair ψ φ) (hn : ∀ i, (n i).IsHermitian)
    (ρ : ι → ℝ) : IsPureDensity n ψ φ ρ ↔
      ∃ p x y : ℝ, x ^ 2 + y ^ 2 = 4 * p * (1 - p) ∧ blochDensity n ψ φ p x y = ρ := by
  obtain ⟨h1, h2, h3⟩ := h
  have h4 : star φ ⬝ᵥ ψ = 0 := by rw [Matrix.star_dotProduct, h3, star_zero]
  have hN : ∀ a b : ℂ, star (a • ψ + b • φ) ⬝ᵥ (a • ψ + b • φ)
      = ((Complex.normSq a + Complex.normSq b : ℝ) : ℂ) := by
    intro a b
    simp only [star_add, star_smul, dotProduct_add, add_dotProduct, smul_dotProduct,
      dotProduct_smul, smul_eq_mul, h1, h2, h3, h4, Complex.ofReal_add,
      Complex.normSq_eq_conj_mul_self, Complex.star_def]
    ring
  constructor
  · rintro ⟨χ, hχ, hu, rfl⟩
    obtain ⟨a, b, rfl⟩ := Submodule.mem_span_pair.1 hχ
    rw [hN] at hu
    have hab : Complex.normSq a + Complex.normSq b = 1 := by exact_mod_cast hu
    refine ⟨_, _, _, ?_, (density_superposition hn a b hab).symm⟩
    simp only [Complex.normSq_apply, Complex.star_def, Complex.mul_re, Complex.mul_im,
      Complex.conj_re, Complex.conj_im] at hab ⊢
    linear_combination 4 * (a.re * a.re + a.im * a.im) * hab
  · rintro ⟨p, x, y, hs, rfl⟩
    obtain ⟨a, b, hab, rfl, rfl, rfl⟩ := exists_amplitudes hs
    exact ⟨_, Submodule.mem_span_pair.2 ⟨a, b, rfl⟩, by rw [hN, hab, Complex.ofReal_one],
      density_superposition hn a b hab⟩
```

Orthonormality gives $\langle\chi,\chi\rangle=|a|^2+|b|^2$ (`hN`). A unit vector therefore satisfies $x^2+y^2=4|a|^2|b|^2=4p(1-p)$, and the previous result supplies the converse. Pure densities are exactly the values of $\rho$ on the sphere.

```lean
/-- For an orthonormal pair and Hermitian `n i`, every ensemble density comes from a point of
the Bloch ball. -/
theorem bloch_of_ensemble (h : IsOrthonormalPair ψ φ) (hn : ∀ i, (n i).IsHermitian)
    {ρ : ι → ℝ} (hρ : IsEnsembleDensity n ψ φ ρ) :
    ∃ p x y : ℝ, x ^ 2 + y ^ 2 ≤ 4 * p * (1 - p) ∧ blochDensity n ψ φ p x y = ρ := by
  refine (convexHull_min ?_ ?_ : convexHull ℝ {σ | IsPureDensity n ψ φ σ} ⊆
    {σ | ∃ p x y : ℝ, x ^ 2 + y ^ 2 ≤ 4 * p * (1 - p) ∧ blochDensity n ψ φ p x y = σ}) hρ
  · intro σ hσ
    obtain ⟨p, x, y, hs, e⟩ := (isPureDensity_iff h hn σ).1 hσ
    exact ⟨p, x, y, hs.le, e⟩
  · -- the ball is convex and the density is affine
    rintro _ ⟨p, x, y, hr, rfl⟩ _ ⟨p', x', y', hr', rfl⟩ a b ha hb hab
    refine ⟨a * p + b * p', a * x + b * x', a * y + b * y', ?_, ?_⟩
    · obtain rfl : b = 1 - a := by linarith
      nlinarith [mul_nonneg (mul_nonneg ha hb)
        (by positivity : 0 ≤ (x - x') ^ 2 + (y - y') ^ 2 + 4 * (p - p') ^ 2),
        mul_le_mul_of_nonneg_left hr ha, mul_le_mul_of_nonneg_left hr' hb]
    · funext i
      simp only [blochDensity, Pi.add_apply, Pi.smul_apply, smul_eq_mul]
      linear_combination -(density n φ i) * hab
```

Mixtures lead into the ball. Let $f=4p(1-p)-x^2-y^2$, so that the ball is $f\ge0$. For two points with weights $\alpha+\beta=1$,
$$f_{\rm mix}=\alpha f+\beta f'+\alpha\beta\left[(x-x')^2+(y-y')^2+4(p-p')^2\right]\ge0 .$$
Since $\rho$ is affine, the mixed density is its value at the mixed point. `convexHull_min` says that a convex set containing all pure densities contains all their mixtures; `nlinarith` verifies the inequality.

## The criterion

```lean
/-- For an orthonormal pair and Hermitian `n i`, if the equal mixture of `ψ` and `φ` has a
pure density on their span, the density vectors are linearly dependent. -/
theorem dependent_of_equalMixture (h : IsOrthonormalPair ψ φ) (hn : ∀ i, (n i).IsHermitian)
    (hm : IsPureDensity n ψ φ ((1 / 2 : ℝ) • density n ψ + (1 / 2 : ℝ) • density n φ)) :
    ¬ LinearIndependent ℝ (densityVectors n ψ φ) := by
  obtain ⟨p, x, y, hs, he⟩ := (isPureDensity_iff h hn _).1 hm
  refine Fintype.not_linearIndependent_iff.2 ⟨![p - 1 / 2, x, y], ?_, ?_⟩
  · funext i
    have e := congrFun he i
    simp only [blochDensity, Pi.add_apply, Pi.smul_apply, smul_eq_mul] at e
    rw [Fin.sum_univ_three]
    change (p - 1 / 2) * (density n ψ i - density n φ i) + x * (star ψ ⬝ᵥ n i *ᵥ φ).re
      + y * (star ψ ⬝ᵥ n i *ᵥ φ).im = 0
    linear_combination e
  · by_contra hc
    have h0 : ∀ i, (![p - 1 / 2, x, y] : Fin 3 → ℝ) i = 0 :=
      fun i => by_contra fun e => hc ⟨i, e⟩
    have hp : p - 1 / 2 = 0 := h0 0
    have hx : x = 0 := h0 1
    have hy : y = 0 := h0 2
    rw [hx, hy, show p = 1 / 2 by linarith] at hs
    norm_num at hs
```

The equal mixture is $\rho(\tfrac12,0,0)$, the centre of the ball. If it is also $\rho(p,x,y)$ at a sphere point, subtraction gives
$$(p-\tfrac12)\Delta+xR+yI=0 .$$
The coefficients are not all zero, because the centre is not on the sphere: $0\ne1$. That is linear dependence, and the two bullets of the proof are these two statements.

```lean
/-- For an orthonormal pair and Hermitian `n i`, every ensemble density on the span is the
density of a unit vector there iff the three density vectors are linearly dependent. -/
theorem ensemble_pure_iff_dependent (h : IsOrthonormalPair ψ φ)
    (hn : ∀ i, (n i).IsHermitian) :
    (∀ ρ, IsEnsembleDensity n ψ φ ρ → IsPureDensity n ψ φ ρ) ↔
      ¬ LinearIndependent ℝ (densityVectors n ψ φ) := by
  constructor
  · intro H
    have hs := subset_convexHull ℝ {σ | IsPureDensity n ψ φ σ}
    have hψ : IsPureDensity n ψ φ (density n ψ) :=
      ⟨ψ, Submodule.subset_span (by simp), h.1, rfl⟩
    have hφ : IsPureDensity n ψ φ (density n φ) :=
      ⟨φ, Submodule.subset_span (by simp), h.2.1, rfl⟩
    exact dependent_of_equalMixture h hn (H _ (convex_convexHull ℝ _ (hs hψ) (hs hφ)
      (by norm_num : (0 : ℝ) ≤ 1 / 2) (by norm_num : (0 : ℝ) ≤ 1 / 2) (by norm_num)))
  · intro hd ρ hρ
    obtain ⟨p, x, y, hb, rfl⟩ := bloch_of_ensemble h hn hρ
    obtain ⟨g, hg, j, hj⟩ := Fintype.not_linearIndependent_iff.1 hd
    rw [Fin.sum_univ_three] at hg
    have hle : ∀ j : Fin 3, g j ^ 2 ≤ g 1 ^ 2 + g 2 ^ 2 + (2 * g 0) ^ 2
      | 0 => by nlinarith [sq_nonneg (g 0), sq_nonneg (g 1), sq_nonneg (g 2)]
      | 1 => by nlinarith [sq_nonneg (g 0), sq_nonneg (g 2)]
      | 2 => by nlinarith [sq_nonneg (g 0), sq_nonneg (g 1)]
    obtain ⟨N, hN⟩ : ∃ N, N = g 1 ^ 2 + g 2 ^ 2 + (2 * g 0) ^ 2 := ⟨_, rfl⟩
    have hpos : 0 < N := hN ▸ lt_of_lt_of_le (by positivity) (hle j)
    have hN0 : N ≠ 0 := hpos.ne'
    -- move along the invisible direction `g` until the sphere is reached
    obtain ⟨B, hB⟩ : ∃ B, B = x * g 1 + y * g 2 + 4 * p * g 0 - 2 * g 0 := ⟨_, rfl⟩
    obtain ⟨s, hs⟩ : ∃ s : ℝ, s ^ 2 = B ^ 2 + N * (4 * p * (1 - p) - (x ^ 2 + y ^ 2)) :=
      ⟨_, Real.sq_sqrt (add_nonneg (sq_nonneg _) (mul_nonneg hpos.le (by linarith)))⟩
    obtain ⟨t, ht⟩ : ∃ t, N * t = s - B := ⟨(s - B) / N, by field_simp⟩
    refine (isPureDensity_iff h hn _).2 ⟨p + t * g 0, x + t * g 1, y + t * g 2, ?_, ?_⟩
    · apply mul_left_cancel₀ hN0
      linear_combination (N * t + B + s) * ht + hs - N * t ^ 2 * hN - 2 * N * t * hB
    · funext i
      have e : g 0 * (density n ψ i - density n φ i) + g 1 * (star ψ ⬝ᵥ n i *ᵥ φ).re
          + g 2 * (star ψ ⬝ᵥ n i *ᵥ φ).im = 0 := congrFun hg i
      simp only [blochDensity]
      linear_combination t * e
```

Left to right, the equal mixture is an ensemble density, so by assumption it is pure, and the previous theorem applies.

Right to left, take real $g_0,g_1,g_2$, not all zero, with $g_0\Delta+g_1R+g_2I=0$. Moving a ball point to $(p+tg_0,\;x+tg_1,\;y+tg_2)$ leaves the density unchanged for every real $t$. The moved point lies on the sphere when
$$Nt^2+2Bt-C=0,$$
where
$$\begin{aligned}N&=g_1^2+g_2^2+4g_0^2>0,\\ B&=xg_1+yg_2+4pg_0-2g_0,\\ C&=4p(1-p)-x^2-y^2\ge0.\end{aligned}$$
A real root is $t=(-B+\sqrt{B^2+NC})/N$. The code's `s` is the square root. The two final bullets check that the new point is on the sphere and that its density is the old one.

```lean
/-- For an orthonormal pair and Hermitian `n i` with every `⟨ψ, n i φ⟩` real, each ensemble
density on the span is a pure density there. -/
theorem pure_of_real_transition (h : IsOrthonormalPair ψ φ) (hn : ∀ i, (n i).IsHermitian)
    (hr : ∀ i, (star ψ ⬝ᵥ n i *ᵥ φ).im = 0) {ρ : ι → ℝ}
    (hρ : IsEnsembleDensity n ψ φ ρ) : IsPureDensity n ψ φ ρ :=
  (ensemble_pure_iff_dependent h hn).2 (fun hl => hl.ne_zero 2 (funext hr)) ρ hρ
```

If every $w_i$ is real, then $I=0$ and the three vectors are dependent. This includes real $\psi,\varphi$ with real $n_i$, though the pure state found may have complex amplitudes.

For a numerical instance, take one particle on two sites with $\psi=(1,0)$, $\varphi=(0,1)$ and site occupations as $n_i$. Mixing them with weights $\tfrac45,\tfrac15$ gives the ball point $(\tfrac45,0,0)$ and density $(\tfrac45,\tfrac15)$. Moving along $y$ gives $N=1$, $B=0$, $C=\tfrac{16}{25}$, so $t=\tfrac45$. The amplitudes are $a=2/\sqrt5$ and $b=-i/\sqrt5$, whose squared moduli are again $\tfrac45$ and $\tfrac15$.

## A failure on four sites

```lean
/-- The occupation operator of site `i` for one particle on four sites. -/
def siteNumber (i : Fin 4) : Matrix (Fin 4) (Fin 4) ℂ :=
  Matrix.diagonal fun j => if j = i then 1 else 0
```

`siteNumber i` projects onto site $i$, with sites numbered 0 to 3.

```lean
/-- The one-particle state with amplitude `1/2` on each of four sites. -/
def uniformState : Fin 4 → ℂ := fun _ => ⟨1 / 2, 0⟩
```

This is $u=\tfrac12(1,1,1,1)$; Lean's `⟨1 / 2, 0⟩` lists real and imaginary parts.

```lean
/-- The one-particle state with amplitudes `(1 + i)/2, -1/2, -i/2, 0`. -/
def complexState : Fin 4 → ℂ := ![⟨1 / 2, 1 / 2⟩, ⟨-1 / 2, 0⟩, ⟨0, -1 / 2⟩, ⟨0, 0⟩]
```

This is $c=\tfrac12(1+i,\,-1,\,-i,\,0)$.

```lean
/-- These two four-site states are orthonormal, the site occupations are Hermitian, and the
density of the equal mixture is not a pure density on the span. -/
theorem four_site_witness : IsOrthonormalPair uniformState complexState ∧
    (∀ i, (siteNumber i).IsHermitian) ∧
    ¬ IsPureDensity siteNumber uniformState complexState
      ((1 / 2 : ℝ) • density siteNumber uniformState
        + (1 / 2 : ℝ) • density siteNumber complexState) := by
  have c0 : complexState 0 = ⟨1 / 2, 1 / 2⟩ := rfl
  have c1 : complexState 1 = ⟨-1 / 2, 0⟩ := rfl
  have c2 : complexState 2 = ⟨0, -1 / 2⟩ := rfl
  have c3 : complexState 3 = ⟨0, 0⟩ := rfl
  have ho : IsOrthonormalPair uniformState complexState := by
    refine ⟨?_, ?_, ?_⟩ <;> apply Complex.ext <;>
      norm_num [dotProduct, Fin.sum_univ_four, uniformState, c0, c1, c2, c3]
  have hn : ∀ i, (siteNumber i).IsHermitian := by
    intro i
    unfold siteNumber Matrix.IsHermitian
    rw [Matrix.diagonal_conjTranspose]
    congr 1
    funext j
    by_cases h : j = i <;> simp [h]
  have hv : ∀ (u v : Fin 4 → ℂ) (i : Fin 4),
      star u ⬝ᵥ siteNumber i *ᵥ v = star (u i) * v i := by
    intro u v i
    simp [siteNumber, dotProduct, Matrix.mulVec_diagonal]
  refine ⟨ho, hn, fun hp => dependent_of_equalMixture ho hn hp ?_⟩
  refine Fintype.linearIndependent_iff.2 fun g hg => ?_
  rw [Fin.sum_univ_three] at hg
  have e : ∀ i, g 0 * (density siteNumber uniformState i - density siteNumber complexState i)
      + g 1 * (star uniformState ⬝ᵥ siteNumber i *ᵥ complexState).re
      + g 2 * (star uniformState ⬝ᵥ siteNumber i *ᵥ complexState).im = 0 := congrFun hg
  -- sites 3, 1 and 2 fix the three coefficients in turn
  have h3 := e 3
  have h1 := e 1
  have h2 := e 2
  norm_num [density, hv, uniformState, c1, c2, c3] at h1 h2 h3
  exact fun
    | 0 => by linarith
    | 1 => by linarith
    | 2 => by linarith

end

end TwoStateRepresentability
```

Both states have norm one, and $\langle u,c\rangle=\tfrac14(1+i-1-i)=0$. With $\psi=u$ and $\varphi=c$,
$$\begin{aligned}\Delta&=\tfrac14(-1,0,0,1),\\ R&=\tfrac14(1,-1,0,0),\\ I&=\tfrac14(1,0,-1,0).\end{aligned}$$
In a vanishing combination, site 3 forces $g_0=0$, site 1 then $g_1=0$, and site 2 $g_2=0$; `h3`, `h1` and `h2` are these equations. The vectors are independent, so the equal mixture, with density $(\tfrac38,\tfrac14,\tfrac14,\tfrac18)$, has no pure representative on the span. Elsewhere in $\mathbb C^4$ it has one: take the square roots of the occupations as amplitudes.

```lean
#print axioms TwoStateRepresentability.ensemble_pure_iff_dependent
#print axioms TwoStateRepresentability.pure_of_real_transition
```

```
'TwoStateRepresentability.ensemble_pure_iff_dependent' depends on axioms: [propext, Classical.choice, Quot.sound]
'TwoStateRepresentability.pure_of_real_transition' depends on axioms: [propext, Classical.choice, Quot.sound]
```
